# The mean squared length of zero-mean, uncorrelated, equal-variance noise after a linear map

A real random vector ξ with finitely many components takes its values on a finite set of outcomes, whose probabilities are non-negative and sum to one. If every component has mean zero and the covariance matrix is v times the identity, then for any real square matrix A the expectation of |Aξ|² is v tr(AᵀA). The proof first reads off the second moments of ξ from the covariance. It then expands the square into sums over components, moves the expectation inside, and puts in those moments, so that the identity matrix removes one sum and leaves the trace.

The failing Lean file:

```lean
import Mathlib

open Matrix

namespace ExpectFilteredNoise

noncomputable section

/-- A probability distribution on a finite set of outcomes. -/
structure FiniteProb (Ω : Type*) [Fintype Ω] where
  weight : Ω → ℝ
  nonneg : ∀ ω, 0 ≤ weight ω
  sum_one : ∑ ω, weight ω = 1

variable {G n Ω : Type*} [Group G] [Fintype G] [Fintype n] [DecidableEq n] [Fintype Ω]

/-- The expectation value of a real random variable. -/
def FiniteProb.expect (p : FiniteProb Ω) (X : Ω → ℝ) : ℝ := ∑ ω, p.weight ω * X ω

/-- The covariance matrix of a random vector. -/
def covariance (p : FiniteProb Ω) (ξ : Ω → n → ℝ) : Matrix n n ℝ :=
  Matrix.of fun i j => p.expect fun ω =>
    (ξ ω i - p.expect fun ω' => ξ ω' i) * (ξ ω j - p.expect fun ω' => ξ ω' j)

/-- Noise with mean zero and covariance `v` times the identity, passed through a linear
map `A`, has mean squared length `v tr(Aᵀ A)`. -/
theorem expect_filtered_noise (p : FiniteProb Ω) {ξ : Ω → n → ℝ} {v : ℝ}
    (hmean : ∀ i, (p.expect fun ω => ξ ω i) = 0)
    (hcov : covariance p ξ = v • (1 : Matrix n n ℝ)) (A : Matrix n n ℝ) :
    (p.expect fun ω => (A *ᵥ ξ ω) ⬝ᵥ (A *ᵥ ξ ω)) = v * (Aᵀ * A).trace := by
  have hsec : ∀ j k, ∑ ω, p.weight ω * (ξ ω j * ξ ω k) = v * (1 : Matrix n n ℝ) j k := by
    intro j k
    have h := congrFun (congrFun hcov j) k
    simp only [covariance, Matrix.of_apply, hmean, sub_zero, Matrix.smul_apply,
      smul_eq_mul] at h
    exact h
  calc (p.expect fun ω => (A *ᵥ ξ ω) ⬝ᵥ (A *ᵥ ξ ω))
      = ∑ i, ∑ j, ∑ k, A i j * A i k * ∑ ω, p.weight ω * (ξ ω j * ξ ω k) := by
        -- expand the square and move the expectation inside
        simp only [FiniteProb.expect, Matrix.mulVec, dotProduct, Finset.sum_mul_sum,
          Finset.mul_sum]
        rw [Finset.sum_comm]
        refine Finset.sum_congr rfl fun i _ => ?_
        rw [Finset.sum_comm]
        refine Finset.sum_congr rfl fun j _ => ?_
        rw [Finset.sum_comm]
        exact Finset.sum_congr rfl fun k _ => Finset.sum_congr rfl fun ω _ => by ring
    _ = v * (Aᵀ * A).trace := by
        simp only [hsec]
        simp only [Matrix.one_apply, mul_ite, mul_one, mul_zero, Finset.sum_ite_eq,
          Finset.mem_univ, if_true, Matrix.trace, Matrix.diag_apply, Matrix.mul_apply,
          Matrix.transpose_apply, Finset.mul_sum]
        rw [Finset.sum_comm]
        exact Finset.sum_congr rfl fun j _ => Finset.sum_congr rfl fun i _ => by ring

end

end ExpectFilteredNoise
```

Messages:

```
Main.lean:47:46: error: Type mismatch
  Finset.sum_congr rfl fun ω x => ?m.258
has type
  Finset.sum ?m.255 ?m.252 = Finset.sum ?m.255 ?m.253
but is expected to have type
  p.weight k * ((∑ x, A i x * ξ k x) * (A i j * ξ k j)) = ∑ x, A i j * A i x * (p.weight k * (ξ k j * ξ k x))
Main.lean:47:81: error: `ring_nf` made no progress on the goal
Main.lean:40:65: warning: This simp argument is unused:
  Finset.sum_mul_sum

Hint: Omit it from the simp argument list.
  [apply] simp only [FiniteProb.expect, Matrix.mulVec, dotProduct, Finset.mul_sum]

Note: This linter can be disabled with `set_option linter.unusedSimpArgs false`
```

After these edits no error is left:

```diff
@@ -38,5 +38,5 @@
       = ∑ i, ∑ j, ∑ k, A i j * A i k * ∑ ω, p.weight ω * (ξ ω j * ξ ω k) := by
         -- expand the square and move the expectation inside
-        simp only [FiniteProb.expect, Matrix.mulVec, dotProduct, Finset.sum_mul_sum,
+        simp only [FiniteProb.expect, Matrix.mulVec, dotProduct, Finset.sum_mul,
           Finset.mul_sum]
         rw [Finset.sum_comm]
```

Cause. For each row `i`, the square is a product of two sums. `Finset.sum_mul_sum` would expand both at once, but `Finset.mul_sum` got there first and distributed the product over the right-hand sum only. The right factor was then no longer a sum, so `Finset.sum_mul_sum` could not match, and the linter reports it as unused.

The left-hand sum stayed folded up, as the first error shows. By the third `rw [Finset.sum_comm]` the left side of the goal had no double sum to swap, so the rewrite swapped the one on the right side instead. The inner `Finset.sum_congr` then faced a product on the left where it needed a sum, hence the type mismatch. The `ring_nf` error follows from this, since `ring` was left without a properly determined goal.

The repair replaces `Finset.sum_mul_sum` with `Finset.sum_mul`, which distributes a product over a sum in its left factor. Together with `Finset.mul_sum` it expands both sums, and the later steps work as written.
